# Error bound for the gradient expansion of a spin-spiral energy

Take finitely many bonds b, each with a real vector R_b, an exchange constant J_b and a Dzyaloshinskii–Moriya (DM) constant D_b. For a spiral with wave vector q, define the lattice and continuum energies

E(q) = Σ_b [ J_b (1 − cos q·R_b) − D_b sin q·R_b ]

W(q) = ½ q·Aq − d·q, with A = Σ_b J_b R_b R_bᵀ and d = Σ_b D_b R_b.

Then, for every q,

|E(q) − W(q)| ≤ Σ_b [ |J_b| (q·R_b)⁴/24 + |D_b| |q·R_b|³/6 ].

If A is positive definite, W has its unique minimum at Q = A⁻¹d, with value −½ d·A⁻¹d. For classical unit spins that rotate in one fixed plane, with phase advance q·R_b along each bond, this bounds the error in the exchange and DM energy when an atomistic spin model is replaced by a micromagnetic one.

## The model

In the Lean file, `ι` labels the bonds and `n` the Cartesian coordinates. Both are finite, and the dimension is arbitrary.

```lean
import Mathlib

open Matrix

namespace SpiralGradientExpansion

noncomputable section

variable {ι n : Type*} [Fintype ι] [Fintype n]
```

Let unit spins rotate in a fixed plane, so that the spin angle advances by q·R_b along bond b. With bond energy −J_b S·S′ − D_b e·(S × S′), where e is the rotation axis, the bond contributes −J_b cos(q·R_b) − D_b sin(q·R_b). Subtracting its value −J_b in the uniform state gives the summand of E.

This fixes the conventions: J_b > 0 is ferromagnetic, D_b is the component along e of the bond's DM vector D in the convention where the DM energy is −D·(S × S′), and D_b > 0 favours a positive phase advance. Each bond is counted once. For a crystal, b runs over the bonds belonging to one primitive cell, and E is the energy per cell. Anisotropy, applied field and dipolar interactions are absent. In the code, `q ⬝ᵥ R b` is q·R_b.

```lean
/-- Energy of a spin spiral with wave vector `q`, for bonds `R b` with exchange `J b` and
Dzyaloshinskii-Moriya coupling `D b`, measured from the uniform state. -/
def spiralEnergy (J D : ι → ℝ) (R : ι → n → ℝ) (q : n → ℝ) : ℝ :=
  ∑ b, (J b * (1 - Real.cos (q ⬝ᵥ R b)) - D b * Real.sin (q ⬝ᵥ R b))
```

The stiffness matrix has entries A_ij = Σ_b J_b R_bi R_bj.

```lean
/-- The stiffness matrix, the sum of `J b` times the outer product of `R b` with itself. -/
def stiffness (J : ι → ℝ) (R : ι → n → ℝ) : Matrix n n ℝ :=
  Matrix.of fun i j => ∑ b, J b * R b i * R b j
```

The vector d lives in coordinate space, with components d_i = Σ_b D_b R_bi. It enters W through the linear term −d·q. Its Lean name is `dmVector`, but it is not the DM vector of a bond, which lives in spin space.

```lean
/-- The coordinate-space vector given by the sum over bonds of `D b` times `R b`. -/
def dmVector (D : ι → ℝ) (R : ι → n → ℝ) : n → ℝ :=
  fun i => ∑ b, D b * R b i
```

The continuum energy W uses these two sums; `*ᵥ` is matrix times vector. It is an energy on the same footing as E, not an energy density, which would need division by the cell volume.

```lean
/-- The micromagnetic energy of a spiral: quadratic exchange minus a linear
Dzyaloshinskii-Moriya term. -/
def continuumEnergy (J D : ι → ℝ) (R : ι → n → ℝ) (q : n → ℝ) : ℝ :=
  1 / 2 * (q ⬝ᵥ stiffness J R *ᵥ q) - dmVector D R ⬝ᵥ q
```

## Two Taylor bounds valid for every angle

For the sine, let f(y) = sin y − y + y³/6. Its derivative is

f′(y) = cos y − 1 + y²/2 ≥ 0,

because cos y ≥ 1 − y²/2. Since f(0) = 0, we get sin y ≥ y − y³/6 for y ≥ 0. Together with sin y ≤ y this says

0 ≤ y − sin y ≤ y³/6 for y ≥ 0.

For negative x, apply this to −x. In the proof, `hd` is the derivative, `hm` the monotonicity, and `rcases` separates the two signs.

```lean
/-- The sine of an angle differs from the angle by at most a sixth of the cube of
its absolute value. -/
theorem abs_sub_sin_le (x : ℝ) : |x - Real.sin x| ≤ |x| ^ 3 / 6 := by
  have hd : ∀ y : ℝ, HasDerivAt (fun y : ℝ => Real.sin y - y + y ^ 3 / 6)
      (Real.cos y - 1 + 3 * y ^ 2 / 6) y := fun y => by
    have hp : HasDerivAt (fun y : ℝ => y ^ 3) (3 * y ^ 2) y := by
      simpa using hasDerivAt_pow 3 y
    exact ((Real.hasDerivAt_sin y).fun_sub (hasDerivAt_id' y)).fun_add (hp.div_const 6)
  -- the difference between sine and its cubic Taylor polynomial is increasing
  have hm : Monotone (fun y : ℝ => Real.sin y - y + y ^ 3 / 6) :=
    monotone_of_deriv_nonneg (fun y => (hd y).differentiableAt) fun y => by
      rw [(hd y).deriv]
      linarith [Real.one_sub_sq_div_two_le_cos (x := y)]
  have h : ∀ y : ℝ, 0 ≤ y → y - y ^ 3 / 6 ≤ Real.sin y := fun y hy => by
    have h0 := hm hy
    norm_num at h0
    linarith
  rcases le_total 0 x with hx | hx
  · rw [abs_of_nonneg hx, abs_of_nonneg (by linarith [Real.sin_le hx])]
    linarith [h x hx]
  · have h1 := h (-x) (neg_nonneg.2 hx)
    have h2 := Real.sin_le (neg_nonneg.2 hx)
    rw [Real.sin_neg] at h1 h2
    rw [abs_of_nonpos hx, abs_of_nonpos (by linarith)]
    linarith
```

For the cosine, let g(y) = y⁴/24 − y²/2 − cos y. For y > 0 the sine bound gives

g′(y) = y³/6 − y + sin y ≥ 0.

Hence g(|x|) ≥ g(0) = −1, which rearranges to

−x⁴/24 ≤ 1 − cos x − x²/2 ≤ 0,

where the upper bound is again cos x ≥ 1 − x²/2. Lean proves monotonicity on the half-line `Set.Ici 0`, then evaluates at |x| and removes the absolute values by evenness.

```lean
/-- The exchange factor `1 - cos x` differs from `x ^ 2 / 2` by at most `x ^ 4 / 24`. -/
theorem abs_one_sub_cos_sub_le (x : ℝ) :
    |1 - Real.cos x - x ^ 2 / 2| ≤ x ^ 4 / 24 := by
  have hd : ∀ y : ℝ, HasDerivAt (fun y : ℝ => y ^ 4 / 24 - y ^ 2 / 2 - Real.cos y)
      (4 * y ^ 3 / 24 - 2 * y / 2 - -Real.sin y) y := fun y => by
    have h4 : HasDerivAt (fun y : ℝ => y ^ 4) (4 * y ^ 3) y := by
      simpa using hasDerivAt_pow 4 y
    have h2 : HasDerivAt (fun y : ℝ => y ^ 2) (2 * y) y := by
      simpa using hasDerivAt_pow 2 y
    exact ((h4.div_const 24).fun_sub (h2.div_const 2)).fun_sub (Real.hasDerivAt_cos y)
  -- on the positive axis the derivative is controlled by the sine bound
  have hm : MonotoneOn (fun y : ℝ => y ^ 4 / 24 - y ^ 2 / 2 - Real.cos y) (Set.Ici 0) :=
    monotoneOn_of_deriv_nonneg (convex_Ici 0)
      (fun y _ => (hd y).continuousAt.continuousWithinAt)
      (fun y _ => (hd y).differentiableAt.differentiableWithinAt) fun y hy => by
        rw [interior_Ici] at hy
        have hs := (abs_le.1 (abs_sub_sin_le y)).2
        rw [abs_of_pos (Set.mem_Ioi.1 hy)] at hs
        rw [(hd y).deriv]
        linarith
  have h := hm (Set.mem_Ici.2 le_rfl) (Set.mem_Ici.2 (abs_nonneg x)) (abs_nonneg x)
  have h4 : |x| ^ 4 = x ^ 4 := by
    rw [show |x| ^ 4 = (|x| ^ 2) ^ 2 by ring, sq_abs]
    ring
  simp only [Real.cos_abs, sq_abs, h4, Real.cos_zero] at h
  have hc := Real.one_sub_sq_div_two_le_cos (x := x)
  have hx : 0 ≤ x ^ 4 := by positivity
  exact abs_le.2 ⟨by linarith, by linarith⟩
```

## The continuum energy, bond by bond

Expanding the quadratic form and exchanging the finite sums,

q·Aq = Σ_i Σ_j q_i (Σ_b J_b R_bi R_bj) q_j = Σ_b J_b (q·R_b)².

The two uses of `Finset.sum_comm` move the bond sum outside, and `ring` matches the summands.

```lean
/-- The quadratic form of the stiffness matrix is the exchange-weighted sum of the squared
phase advances along the bonds. -/
theorem stiffness_quadratic (J : ι → ℝ) (R : ι → n → ℝ) (q : n → ℝ) :
    q ⬝ᵥ stiffness J R *ᵥ q = ∑ b, J b * (q ⬝ᵥ R b) ^ 2 := by
  simp only [dotProduct, mulVec, stiffness, of_apply, sq, Finset.mul_sum, Finset.sum_mul]
  refine Eq.trans ?_ Finset.sum_comm
  refine Finset.sum_congr rfl fun i _ => ?_
  refine Finset.sum_comm.trans ?_
  refine Finset.sum_congr rfl fun b _ => Finset.sum_congr rfl fun j _ => ?_
  ring
```

Likewise d·q = Σ_b D_b (q·R_b), so

W(q) = Σ_b [ J_b (q·R_b)²/2 − D_b (q·R_b) ].

```lean
/-- The micromagnetic energy is a sum over bonds of a quadratic exchange term and a linear
Dzyaloshinskii-Moriya term in the phase advance. -/
theorem continuumEnergy_eq_sum (J D : ι → ℝ) (R : ι → n → ℝ) (q : n → ℝ) :
    continuumEnergy J D R q =
      ∑ b, (J b * ((q ⬝ᵥ R b) ^ 2 / 2) - D b * (q ⬝ᵥ R b)) := by
  have hd : dmVector D R ⬝ᵥ q = ∑ b, D b * (q ⬝ᵥ R b) := by
    simp only [dotProduct, dmVector, Finset.mul_sum, Finset.sum_mul]
    refine Finset.sum_comm.trans ?_
    refine Finset.sum_congr rfl fun b _ => Finset.sum_congr rfl fun i _ => ?_
    ring
  rw [continuumEnergy, stiffness_quadratic, hd, Finset.mul_sum, ← Finset.sum_sub_distrib]
  exact Finset.sum_congr rfl fun b _ => by ring
```

Now subtract. With x = q·R_b, the difference on one bond is

J_b (1 − cos x − x²/2) + D_b (x − sin x).

The triangle inequality over bonds, then over these two terms, leaves exactly the two Taylor errors. No sign condition on J_b or D_b enters, and q need not be small, though the bound is most informative when the phase advances are. The line `generalize q ⬝ᵥ R b = x` turns the bond estimate into a statement about one real number.

```lean
/-- The lattice energy of a spiral differs from its micromagnetic energy by at most a quartic
exchange term plus a cubic Dzyaloshinskii-Moriya term, for every wave vector. -/
theorem abs_spiralEnergy_sub_continuumEnergy_le (J D : ι → ℝ) (R : ι → n → ℝ) (q : n → ℝ) :
    |spiralEnergy J D R q - continuumEnergy J D R q| ≤
      ∑ b, (|J b| * ((q ⬝ᵥ R b) ^ 4 / 24) + |D b| * (|q ⬝ᵥ R b| ^ 3 / 6)) := by
  rw [continuumEnergy_eq_sum, spiralEnergy, ← Finset.sum_sub_distrib]
  refine (Finset.abs_sum_le_sum_abs _ _).trans (Finset.sum_le_sum fun b _ => ?_)
  generalize q ⬝ᵥ R b = x
  -- separate the exchange and Dzyaloshinskii-Moriya errors of one bond
  have hx : J b * (1 - Real.cos x) - D b * Real.sin x - (J b * (x ^ 2 / 2) - D b * x) =
      J b * (1 - Real.cos x - x ^ 2 / 2) + D b * (x - Real.sin x) := by ring
  rw [hx]
  refine (abs_add_le _ _).trans ?_
  rw [abs_mul, abs_mul]
  exact add_le_add (mul_le_mul_of_nonneg_left (abs_one_sub_cos_sub_le x) (abs_nonneg _))
    (mul_le_mul_of_nonneg_left (abs_sub_sin_le x) (abs_nonneg _))
```

## When the stiffness is positive definite

Exchanging i and j leaves J_b R_bi R_bj unchanged, so A is symmetric.

```lean
omit [Fintype n] in
/-- The stiffness matrix is symmetric. -/
theorem stiffness_transpose (J : ι → ℝ) (R : ι → n → ℝ) :
    (stiffness J R)ᵀ = stiffness J R := by
  ext i j
  simp only [transpose_apply, stiffness, of_apply]
  exact Finset.sum_congr rfl fun b _ => by ring
```

Suppose every J_b > 0. Then q·Aq = Σ_b J_b (q·R_b)² is a sum of non-negative terms, and it vanishes exactly when q is orthogonal to every bond. So A is positive definite exactly when only q = 0 has that property, that is, when the bonds span the space. Mathlib's `PosDef` includes symmetry, which the previous lemma supplies.

The sign condition matters: one bond R = 1 in one dimension with J = −1 spans the line, yet A = −1.

```lean
/-- For positive exchange on all bonds, the stiffness matrix is positive definite exactly when
no nonzero wave vector is orthogonal to every bond. -/
theorem stiffness_posDef_iff (J : ι → ℝ) (R : ι → n → ℝ) (hJ : ∀ b, 0 < J b) :
    (stiffness J R).PosDef ↔ ∀ q : n → ℝ, (∀ b, q ⬝ᵥ R b = 0) → q = 0 := by
  constructor
  · intro hA q hq
    by_contra h0
    have h := hA.dotProduct_mulVec_pos h0
    rw [star_trivial, stiffness_quadratic] at h
    simp [hq] at h
  · intro hR
    refine posDef_iff_dotProduct_mulVec.2
      ⟨(conjTranspose_eq_transpose_of_trivial _).trans (stiffness_transpose J R),
        fun q hq => ?_⟩
    rw [star_trivial, stiffness_quadratic]
    obtain ⟨b, hb⟩ : ∃ b, q ⬝ᵥ R b ≠ 0 := by
      by_contra h
      exact hq (hR q fun b => by_contra fun hb => h ⟨b, hb⟩)
    exact Finset.sum_pos' (fun c _ => mul_nonneg (hJ c).le (sq_nonneg _))
      ⟨b, Finset.mem_univ b, mul_pos (hJ b) (by positivity)⟩
```

## The minimum

Let A be positive definite and let AQ = d. Using the symmetry of A, Q·Aq = d·q, and therefore

(q − Q)·A(q − Q) = q·Aq − 2 d·q + d·Q.

Halving and rearranging gives

W(q) = −½ d·Q + ½ (q − Q)·A(q − Q).

The last term is zero at q = Q and positive elsewhere. The theorem states both parts: the value at Q, and a strict inequality for every other q.

The proof contains a reusable technique. It first establishes `hQ`, the equation AQ = d, and then applies `generalize` to replace the whole expression A⁻¹d by a plain vector `Q`. From there the inverse is gone, and the algebra uses only the equation it satisfies. The hypothesis `hp` is the positivity of the square, expanded; `linarith` finishes.

```lean
/-- For a positive definite stiffness matrix `A`, with `d` the sum of `D b` times `R b`, the
micromagnetic energy equals `-(d · A⁻¹ d) / 2` at `A⁻¹ d` and is larger at every other `q`. -/
theorem continuumEnergy_minimum [DecidableEq n] (J D : ι → ℝ) (R : ι → n → ℝ)
    (hA : (stiffness J R).PosDef) :
    continuumEnergy J D R ((stiffness J R)⁻¹ *ᵥ dmVector D R) =
        -(1 / 2) * (dmVector D R ⬝ᵥ (stiffness J R)⁻¹ *ᵥ dmVector D R) ∧
      ∀ q, q ≠ (stiffness J R)⁻¹ *ᵥ dmVector D R →
        continuumEnergy J D R ((stiffness J R)⁻¹ *ᵥ dmVector D R) <
          continuumEnergy J D R q := by
  have hQ : stiffness J R *ᵥ ((stiffness J R)⁻¹ *ᵥ dmVector D R) = dmVector D R := by
    rw [mulVec_mulVec, mul_nonsing_inv _ hA.det_pos.ne'.isUnit, one_mulVec]
  generalize (stiffness J R)⁻¹ *ᵥ dmVector D R = Q at hQ ⊢
  have hval : continuumEnergy J D R Q = -(1 / 2) * (dmVector D R ⬝ᵥ Q) := by
    rw [continuumEnergy, hQ, dotProduct_comm Q]
    ring
  refine ⟨hval, fun q hq => ?_⟩
  -- complete the square around the stationary wave vector
  have hs : Q ⬝ᵥ stiffness J R *ᵥ q = dmVector D R ⬝ᵥ q := by
    rw [dotProduct_mulVec, ← mulVec_transpose, stiffness_transpose, hQ]
  have hp := hA.dotProduct_mulVec_pos (sub_ne_zero.2 hq)
  rw [star_trivial, mulVec_sub, hQ, sub_dotProduct, dotProduct_sub, dotProduct_sub, hs,
    dotProduct_comm q (dmVector D R), dotProduct_comm Q (dmVector D R)] at hp
  rw [hval, continuumEnergy]
  linarith
```

Without positive definiteness the conclusion can fail even for ferromagnetic exchange. In two dimensions take the single bond R = (1, 0) with J = D = 1. Then W(q) = q₁²/2 − q₁, which is least along the whole line q₁ = 1, so uniqueness is lost. With J = −1 instead, W has no minimum at all.

## A lower bound for the lattice energy

Let A be positive definite, and write error(q) for the right-hand side of the bound on |E(q) − W(q)|. Since E(q) ≥ W(q) − error(q) and W(q) ≥ −½ d·A⁻¹d,

E(q) ≥ −½ d·A⁻¹d − Σ_b [ |J_b| (q·R_b)⁴/24 + |D_b| |q·R_b|³/6 ].

The error is evaluated at the same q, so this is not one constant bound for all spirals. Nor does it locate the minimiser of E.

```lean
/-- For a positive definite stiffness matrix `A`, with `d` the sum of `D b` times `R b`, the
lattice energy of any spiral is at least `-(d · A⁻¹ d) / 2` minus the quartic
and cubic error terms at its wave vector. -/
theorem spiralEnergy_lower_bound [DecidableEq n] (J D : ι → ℝ) (R : ι → n → ℝ)
    (hA : (stiffness J R).PosDef) (q : n → ℝ) :
    -(1 / 2) * (dmVector D R ⬝ᵥ (stiffness J R)⁻¹ *ᵥ dmVector D R) -
        ∑ b, (|J b| * ((q ⬝ᵥ R b) ^ 4 / 24) + |D b| * (|q ⬝ᵥ R b| ^ 3 / 6)) ≤
      spiralEnergy J D R q := by
  obtain ⟨hval, hmin⟩ := continuumEnergy_minimum J D R hA
  have hle : continuumEnergy J D R ((stiffness J R)⁻¹ *ᵥ dmVector D R) ≤
      continuumEnergy J D R q := by
    rcases eq_or_ne q ((stiffness J R)⁻¹ *ᵥ dmVector D R) with h | h
    · rw [← h]
    · exact (hmin q h).le
  have he := (abs_le.1 (abs_spiralEnergy_sub_continuumEnergy_le J D R q)).1
  linarith
```

In a calculation that starts from a table of R_b, J_b and DM vectors, one first chooses the rotation axis e and takes D_b as the component along it, so that d and Q belong to that axis. One then accumulates A and d in a single loop over bonds, checks that A is positive definite, solves the linear system AQ = d, and reads off the continuum period 2π/|Q| if Q ≠ 0. Evaluating the error sum at Q then shows how far E(Q) can lie from W(Q). If the table lists each bond in both directions, and J_b and D_b are still the full constants of the bond energy above, then A, d, E and the error sum must all be halved, while Q is unchanged. No halving is needed if the Hamiltonian itself sums over both directions without a factor ½.

A one-bond example, worked by hand and not in Lean, shows the sizes involved. For R = 1, J = 1 and D = 0.1, the continuum gives Q = 0.1 and W(Q) = −0.005. The lattice value is E(Q) ≈ −0.0049875, a difference of about 1.25 × 10⁻⁵, against a bound of about 2.08 × 10⁻⁵. The lattice energy itself is least at q = arctan 0.1 ≈ 0.09967, up to multiples of 2π.

## Orthogonal unit bonds

Let there be one bond along each coordinate axis, of length one, with J_i > 0. This is the nearest-neighbour geometry of a simple cubic lattice, in any dimension. Now q·R_i = q_i, and the energy separates:

W(q) = Σ_i [ ½ J_i (q_i − D_i/J_i)² − D_i²/(2J_i) ].

The unique minimum is at q_i = D_i/J_i. Here bonds and coordinates share the index type `n`, and `Pi.single i 1` is the i-th unit vector. The proof does not invert a matrix: `key` is the completed square in one direction, and `Finset.sum_lt_sum` needs a strict inequality only in some component where q differs from the minimiser.

```lean
/-- For orthogonal unit bonds with positive exchange `J i`, the micromagnetic energy has its
unique minimum at the wave vector with components `D i / J i`. -/
theorem orthogonal_bonds_minimum [DecidableEq n] (J D : n → ℝ) (hJ : ∀ i, 0 < J i)
    (q : n → ℝ) (hq : q ≠ fun i => D i / J i) :
    continuumEnergy J D (fun i => (Pi.single i 1 : n → ℝ)) (fun i => D i / J i) <
      continuumEnergy J D (fun i => (Pi.single i 1 : n → ℝ)) q := by
  have hdot : ∀ (v : n → ℝ) (i : n), v ⬝ᵥ (Pi.single i 1 : n → ℝ) = v i :=
    fun v i => by simp
  simp only [continuumEnergy_eq_sum, hdot]
  -- each direction contributes its own perfect square
  have key : ∀ i, J i * (q i ^ 2 / 2) - D i * q i =
      J i * ((D i / J i) ^ 2 / 2) - D i * (D i / J i) + J i / 2 * (q i - D i / J i) ^ 2 := by
    intro i
    have h : J i * (D i / J i) = D i := by
      have := (hJ i).ne'
      field_simp
    linear_combination (q i - D i / J i) * h
  obtain ⟨i, hi⟩ := Function.ne_iff.1 hq
  refine Finset.sum_lt_sum (fun j _ => ?_) ⟨i, Finset.mem_univ i, ?_⟩
  · rw [key j]
    have := mul_nonneg (half_pos (hJ j)).le (sq_nonneg (q j - D j / J j))
    linarith
  · rw [key i]
    have := mul_pos (half_pos (hJ i)) (pow_pos (abs_pos.2 (sub_ne_zero.2 hi)) 2)
    rw [sq_abs] at this
    linarith

end

end SpiralGradientExpansion
```

```lean
#print axioms SpiralGradientExpansion.stiffness_posDef_iff
#print axioms SpiralGradientExpansion.spiralEnergy_lower_bound
#print axioms SpiralGradientExpansion.orthogonal_bonds_minimum
```

```
'SpiralGradientExpansion.stiffness_posDef_iff' depends on axioms: [propext, Classical.choice, Quot.sound]
'SpiralGradientExpansion.spiralEnergy_lower_bound' depends on axioms: [propext, Classical.choice, Quot.sound]
'SpiralGradientExpansion.orthogonal_bonds_minimum' depends on axioms: [propext, Classical.choice, Quot.sound]
```
